# A squared concentric Gaussian contraction with $n$ distinct exponents has between $2n-1$ and $n(n+1)/2$ product exponents

## How many Gaussians does the square of a contracted s function contain?

Before I can count anything I must decide what counts as one primitive. I have a contracted s function on one centre, $\phi(x)=\sum_i c_i e^{-a_i x^2}$, with $n$ distinct positive exponents $a_i$ and real coefficients $c_i$. Squaring it gives $n^2$ terms $c_i c_j e^{-(a_i+a_j)x^2}$, and I want to merge the terms that share an exponent, so the thing to count seems to be the set of sums $a_i+a_j$ with $i=j$ allowed. My claim is that this set has at least $2n-1$ and at most $n(n+1)/2$ elements, and that equally spaced exponents give exactly $2n-1$. Is the set of sums the right object, given that coefficients might cancel? I would like the argument made rigorous and checked by a machine.

## Exponents as a finite set, primitives counted by exponent

Take the exponents to be a finite set $A$ of real numbers and label each primitive by its exponent instead of by an index. Distinctness is then automatic, $n$ is the size $|A|$, and the coefficients are a function $a\mapsto c_a$. With $g_a(x)=e^{-ax^2}$ the contraction is $\phi=\sum_{a\in A}c_a g_a$. The object to count is
$$P(A)=\{a+b : a,b\in A\}.$$
It depends on the exponents alone. It gives the number of merged terms in $\phi^2$, and it gives the number of terms with nonzero coefficient when all $c_a$ are positive. With mixed signs a merged term can vanish: for $A=\{1,2,3\}$ the exponent $4$ carries $2c_1c_3+c_2^2$, which is zero for $c_1=c_2=1$, $c_3=-\tfrac12$. The lower bound is therefore a bound on exponents, and it becomes a bound on surviving terms under the positivity hypothesis.

For a single normalised contracted s orbital on one centre, $\phi^2$ is the orbital density, and an integral linear in that density splits into $|P(A)|$ primitive integrals. The symmetry between $a$ and $b$ alone already reduces the $n^2$ terms to $n(n+1)/2$, so merging saves more than that only when different unordered pairs of exponents have the same sum.

## The square and the two bounds

Since $e^{-ax^2}e^{-bx^2}=e^{-(a+b)x^2}$, we have $g_ag_b=g_{a+b}$. Expanding the square over ordered pairs and grouping by the value $p$ of the sum,
$$\phi^2=\sum_{a\in A}\sum_{b\in A}c_ac_b\,g_{a+b}=\sum_{p\in P(A)}C_p\,g_p,\qquad C_p=\sum_{\substack{(a,b)\in A\times A\\ a+b=p}}c_ac_b .$$
If every $c_a>0$, each $C_p$ with $p\in P(A)$ is a nonempty sum of positive numbers, so $C_p>0$.

For the lower bound let $A$ be nonempty, with smallest element $m$ and largest element $M$. Write $t+A=\{t+x:x\in A\}$ for the translate by a real $t$. Both $m+A$ and $M+A$ lie in $P(A)$, and each has $n$ elements because translation is injective. A common element has the form $p=m+x=M+y$ with $x,y\in A$. From $x\le M$ we get $p\le m+M$, and from $y\ge m$ we get $p\ge m+M$, so $p=m+M$. The intersection has at most one element, hence
$$|P(A)|\ \ge\ |(m+A)\cup(M+A)|\ =\ 2n-|(m+A)\cap(M+A)|\ \ge\ 2n-1 .$$

For the upper bound add one exponent at a time. A sum of two elements of $A\cup\{a\}$ either avoids $a$ or contains it, so
$$P(A\cup\{a\})=P(A)\cup\bigl(a+(A\cup\{a\})\bigr).$$
For $a\notin A$ the second set has at most $n+1$ elements. If $2|P(A)|\le n(n+1)$, then $2|P(A\cup\{a\})|\le n(n+1)+2(n+1)=(n+1)(n+2)$, and the empty set starts the induction with $0\le0$. Neither bound used the sign of the exponents. For $n=1$ both bounds equal $1$, for $n=2$ both equal $3$, and they first differ at $n=3$, where they are $5$ and $6$.

## Exponent sets that reach each bound

Take the equally spaced exponents $a+kd$ for $k=0,\dots,n-1$, with starting value $a$, spacing $d\neq0$ and $n\ge1$. They are distinct, because $a+id=a+jd$ forces $i=j$. The sum of terms $i$ and $j$ is $2a+(i+j)d$ with $0\le i+j\le 2n-2$, so $P$ lies in a list of $2n-1$ numbers. Together with the lower bound this gives $|P|=2n-1$. For $\{1,2,3\}$ the sums are $2,3,4,5,6$.

Take next the even-tempered exponents $\alpha\beta^k$ for $k=0,\dots,n-1$, with $\alpha>0$ and ratio $\beta\ge2$. The condition on $\beta$ says that each primitive is narrower than the previous one by a factor of at least $\sqrt2$. When $\alpha\beta^n$ is added, every old exponent $x=\alpha\beta^k$ with $k<n$ obeys $0<x$ and $2x\le\beta x=\alpha\beta^{k+1}\le\alpha\beta^n$. The new exponent is therefore not among the old ones, every old sum $x+y$ is at most $\alpha\beta^n$, and every new sum $\alpha\beta^n+z$ with $z>0$ is larger than $\alpha\beta^n$. The union in the induction step is disjoint, exactly $n+1$ sums are added, and the inequality becomes the equality $2|P|=n(n+1)$. For $\{1,2,4\}$ the sums are $2,3,4,5,6,8$.

## The Lean file

```lean
import Mathlib

open Finset

namespace SquaredContraction

noncomputable section

/-- The concentric Gaussian primitive `exp(-a x²)` with exponent `a`. -/
def primitive (a x : ℝ) : ℝ := Real.exp (-(a * x ^ 2))

/-- The contraction `∑ c_a exp(-a x²)` over a finite set `A` of distinct exponents. -/
def contraction (A : Finset ℝ) (c : ℝ → ℝ) (x : ℝ) : ℝ := ∑ a ∈ A, c a * primitive a x

/-- The set of product exponents `a + b` with `a, b ∈ A`, where `a = b` is allowed. -/
def productExponents (A : Finset ℝ) : Finset ℝ := (A ×ˢ A).image (fun q => q.1 + q.2)

/-- The sum of `c_a c_b` over the ordered pairs of exponents in `A` with `a + b = p`. -/
def productCoeff (A : Finset ℝ) (c : ℝ → ℝ) (p : ℝ) : ℝ :=
  ∑ q ∈ (A ×ˢ A).filter (fun q => q.1 + q.2 = p), c q.1 * c q.2

/-- The equally spaced exponents `a + k d` for `k = 0, …, n - 1`. -/
def equallySpaced (a d : ℝ) (n : ℕ) : Finset ℝ := (range n).image (fun k : ℕ => a + k * d)

/-- The even-tempered exponents `α β^k` for `k = 0, …, n - 1`. -/
def evenTempered (α β : ℝ) (n : ℕ) : Finset ℝ := (range n).image (fun k : ℕ => α * β ^ k)

/-- The product of two concentric primitives is the primitive with the summed exponent. -/
theorem primitive_mul (a b x : ℝ) : primitive a x * primitive b x = primitive (a + b) x := by
  unfold primitive
  rw [← Real.exp_add]
  congr 1
  ring

/-- A number is a product exponent exactly when it is a sum of two exponents of `A`. -/
theorem mem_productExponents {A : Finset ℝ} {p : ℝ} :
    p ∈ productExponents A ↔ ∃ a ∈ A, ∃ b ∈ A, a + b = p := by
  unfold productExponents
  constructor
  · intro h
    obtain ⟨q, hq, hp⟩ := mem_image.1 h
    rw [mem_product] at hq
    exact ⟨q.1, hq.1, q.2, hq.2, hp⟩
  · rintro ⟨a, ha, b, hb, h⟩
    exact mem_image.2 ⟨(a, b), mem_product.2 ⟨ha, hb⟩, h⟩

/-- The square of a contraction over `A` is the contraction over the product exponents
with the product coefficients. -/
theorem contraction_sq (A : Finset ℝ) (c : ℝ → ℝ) (x : ℝ) :
    contraction A c x ^ 2 = contraction (productExponents A) (productCoeff A c) x := by
  -- expand the square over ordered pairs
  have h1 : contraction A c x ^ 2
      = ∑ q ∈ A ×ˢ A, c q.1 * c q.2 * primitive (q.1 + q.2) x := by
    unfold contraction
    rw [sq, sum_mul_sum, sum_product]
    refine sum_congr rfl fun a _ => sum_congr rfl fun b _ => ?_
    show c a * primitive a x * (c b * primitive b x) = c a * c b * primitive (a + b) x
    rw [← primitive_mul]
    ring
  -- collect the pairs that share a product exponent
  have h2 := sum_fiberwise_of_maps_to (s := A ×ˢ A) (t := productExponents A)
    (g := fun q : ℝ × ℝ => q.1 + q.2)
    (fun q hq => mem_productExponents.2
      ⟨q.1, (mem_product.1 hq).1, q.2, (mem_product.1 hq).2, rfl⟩)
    (fun q => c q.1 * c q.2 * primitive (q.1 + q.2) x)
  refine h1.trans (h2.symm.trans ?_)
  unfold contraction productCoeff
  refine sum_congr rfl fun p _ => ?_
  rw [sum_mul]
  refine sum_congr rfl fun q hq => ?_
  have hq' : q.1 + q.2 = p := (mem_filter.1 hq).2
  show c q.1 * c q.2 * primitive (q.1 + q.2) x = c q.1 * c q.2 * primitive p x
  rw [hq']

/-- If all contraction coefficients are positive, every product exponent has a positive
product coefficient. -/
theorem productCoeff_pos {A : Finset ℝ} {c : ℝ → ℝ} (hc : ∀ a ∈ A, 0 < c a) {p : ℝ}
    (hp : p ∈ productExponents A) : 0 < productCoeff A c p := by
  obtain ⟨a, ha, b, hb, h⟩ := mem_productExponents.1 hp
  unfold productCoeff
  refine sum_pos (fun q hq => ?_) ⟨(a, b), mem_filter.2 ⟨mem_product.2 ⟨ha, hb⟩, h⟩⟩
  have hq' := mem_product.1 (mem_filter.1 hq).1
  exact mul_pos (hc _ hq'.1) (hc _ hq'.2)

/-- Adding an exponent `a` adds to the product exponents the sums of `a` with each
exponent of the enlarged set. -/
theorem productExponents_insert (a : ℝ) (A : Finset ℝ) :
    productExponents (insert a A)
      = productExponents A ∪ (insert a A).image (fun x => a + x) := by
  ext p
  simp only [mem_union, mem_productExponents, mem_image, mem_insert]
  constructor
  · rintro ⟨x, hx, y, hy, h⟩
    rcases hx with hx | hx
    · exact Or.inr ⟨y, hy, by linarith⟩
    · rcases hy with hy | hy
      · exact Or.inr ⟨x, Or.inr hx, by linarith⟩
      · exact Or.inl ⟨x, hx, y, hy, h⟩
  · rintro (⟨x, hx, y, hy, h⟩ | ⟨y, hy, h⟩)
    · exact ⟨x, Or.inr hx, y, Or.inr hy, h⟩
    · exact ⟨a, Or.inl rfl, y, hy, h⟩

/-- For `n` distinct exponents, `2n` is at most the number of product exponents plus one. -/
theorem card_lower (A : Finset ℝ) : 2 * A.card ≤ (productExponents A).card + 1 := by
  rcases A.eq_empty_or_nonempty with rfl | hA
  · simp
  obtain ⟨m, hm, hmin⟩ : ∃ m ∈ A, ∀ x ∈ A, m ≤ x :=
    ⟨A.min' hA, A.min'_mem hA, fun x hx => A.min'_le x hx⟩
  obtain ⟨M, hM, hmax⟩ : ∃ M ∈ A, ∀ x ∈ A, x ≤ M :=
    ⟨A.max' hA, A.max'_mem hA, fun x hx => A.le_max' x hx⟩
  have hU : (A.image (fun x => m + x)).card = A.card :=
    card_image_of_injective A (add_right_injective m)
  have hV : (A.image (fun x => M + x)).card = A.card :=
    card_image_of_injective A (add_right_injective M)
  have hsub : A.image (fun x => m + x) ∪ A.image (fun x => M + x) ⊆ productExponents A := by
    intro p hp
    simp only [mem_union, mem_image] at hp
    rcases hp with ⟨x, hx, h⟩ | ⟨x, hx, h⟩
    · exact mem_productExponents.2 ⟨m, hm, x, hx, h⟩
    · exact mem_productExponents.2 ⟨M, hM, x, hx, h⟩
  -- the translates by the smallest and the largest exponent share only `m + M`
  have hint : A.image (fun x => m + x) ∩ A.image (fun x => M + x) ⊆ {m + M} := by
    intro p hp
    simp only [mem_inter, mem_image] at hp
    obtain ⟨⟨x, hx, h⟩, ⟨y, hy, h'⟩⟩ := hp
    have h1 := hmax x hx
    have h2 := hmin y hy
    exact mem_singleton.2 (by linarith)
  have h1 := card_le_card hsub
  have h2 := card_le_card hint
  have h3 := card_union_add_card_inter (A.image (fun x => m + x)) (A.image (fun x => M + x))
  rw [card_singleton] at h2
  omega

/-- For `n` distinct exponents, twice the number of product exponents is at most `n(n+1)`. -/
theorem card_upper (A : Finset ℝ) :
    2 * (productExponents A).card ≤ A.card * (A.card + 1) := by
  induction A using Finset.induction_on with
  | empty => simp [productExponents]
  | insert a s ha ih =>
    have h1 := card_union_le (productExponents s) ((insert a s).image (fun x => a + x))
    have h2 : ((insert a s).image (fun x => a + x)).card ≤ (insert a s).card := card_image_le
    rw [card_insert_of_notMem ha] at h2
    rw [productExponents_insert, card_insert_of_notMem ha]
    nlinarith

/-- For `n` distinct exponents, the number of product exponents lies between `2n - 1`
and `n(n+1)/2`. -/
theorem card_productExponents_bounds (A : Finset ℝ) :
    2 * (A.card : ℤ) - 1 ≤ ((productExponents A).card : ℤ) ∧
      (productExponents A).card ≤ A.card * (A.card + 1) / 2 := by
  have h1 := card_lower A
  have h2 := card_upper A
  refine ⟨by omega, ?_⟩
  rw [Nat.le_div_iff_mul_le (by norm_num)]
  linarith

/-- For nonzero spacing and `n ≥ 1`, the equally spaced set has `n` exponents and
`2n - 1` product exponents. -/
theorem equallySpaced_attains_lower (a : ℝ) {d : ℝ} (hd : d ≠ 0) {n : ℕ} (hn : 1 ≤ n) :
    (equallySpaced a d n).card = n ∧
      (productExponents (equallySpaced a d n)).card + 1 = 2 * n := by
  have hc : (equallySpaced a d n).card = n := by
    unfold equallySpaced
    rw [card_image_of_injective, card_range]
    intro i j h
    have h' : a + (i : ℝ) * d = a + (j : ℝ) * d := h
    have h'' : (i : ℝ) = j := mul_right_cancel₀ hd (add_left_cancel h')
    exact_mod_cast h''
  -- every sum lies on the progression `2a + k d` with `k < 2n - 1`
  have hsub : productExponents (equallySpaced a d n)
      ⊆ (range (2 * n - 1)).image (fun k : ℕ => 2 * a + k * d) := by
    intro p hp
    obtain ⟨x, hx, y, hy, h⟩ := mem_productExponents.1 hp
    unfold equallySpaced at hx hy
    obtain ⟨i, hi, hix⟩ := mem_image.1 hx
    obtain ⟨j, hj, hjy⟩ := mem_image.1 hy
    have hx' : a + (i : ℝ) * d = x := hix
    have hy' : a + (j : ℝ) * d = y := hjy
    rw [mem_range] at hi hj
    refine mem_image.2 ⟨i + j, mem_range.2 (by omega), ?_⟩
    show 2 * a + ((i + j : ℕ) : ℝ) * d = p
    push_cast
    linear_combination hx' + hy' + h
  have h1 := (card_le_card hsub).trans card_image_le
  have h2 := card_lower (equallySpaced a d n)
  rw [card_range] at h1
  exact ⟨hc, by omega⟩

/-- For `α > 0` and ratio `β ≥ 2`, the even-tempered set has `n` exponents and
`n(n+1)/2` product exponents. -/
theorem evenTempered_attains_upper {α β : ℝ} (hα : 0 < α) (hβ : 2 ≤ β) (n : ℕ) :
    (evenTempered α β n).card = n ∧
      2 * (productExponents (evenTempered α β n)).card = n * (n + 1) := by
  have hβ0 : 0 < β := by linarith
  induction n with
  | zero => simp [evenTempered, productExponents]
  | succ n ih =>
    have hstep : evenTempered α β (n + 1) = insert (α * β ^ n) (evenTempered α β n) := by
      unfold evenTempered
      rw [range_add_one, image_insert]
    -- the new exponent is at least twice each old one
    have hb : ∀ x ∈ evenTempered α β n, 0 < x ∧ 2 * x ≤ α * β ^ n := by
      intro x hx
      unfold evenTempered at hx
      obtain ⟨k, hk, hkx⟩ := mem_image.1 hx
      have hx' : α * β ^ k = x := hkx
      have hpos : 0 < α * β ^ k := by positivity
      have hpow : β ^ (k + 1) ≤ β ^ n :=
        pow_le_pow_right₀ (by linarith) (mem_range.1 hk)
      rw [← hx']
      refine ⟨hpos, ?_⟩
      calc 2 * (α * β ^ k) ≤ β * (α * β ^ k) := mul_le_mul_of_nonneg_right hβ hpos.le
        _ = α * β ^ (k + 1) := by ring
        _ ≤ α * β ^ n := mul_le_mul_of_nonneg_left hpow hα.le
    have hnot : α * β ^ n ∉ evenTempered α β n := fun h => by
      have := hb _ h
      linarith [this.1, this.2]
    -- hence all new sums exceed all old sums
    have hdis : Disjoint (productExponents (evenTempered α β n))
        ((insert (α * β ^ n) (evenTempered α β n)).image (fun x => α * β ^ n + x)) := by
      rw [disjoint_left]
      intro p hp hp'
      obtain ⟨x, hx, y, hy, h⟩ := mem_productExponents.1 hp
      obtain ⟨z, hz, hzp⟩ := mem_image.1 hp'
      have hzp' : α * β ^ n + z = p := hzp
      have hz0 : 0 < z := by
        rcases mem_insert.1 hz with h0 | h0
        · rw [h0]
          positivity
        · exact (hb z h0).1
      linarith [(hb x hx).2, (hb y hy).2]
    rw [hstep, productExponents_insert, card_union_of_disjoint hdis,
      card_image_of_injective _ (add_right_injective _), card_insert_of_notMem hnot, ih.1]
    refine ⟨rfl, ?_⟩
    have h := ih.2
    linarith

end

end SquaredContraction
```

```lean
#print axioms SquaredContraction.productCoeff_pos
-- 'SquaredContraction.productCoeff_pos' depends on axioms: [propext, Classical.choice, Quot.sound]
#print axioms SquaredContraction.card_productExponents_bounds
-- 'SquaredContraction.card_productExponents_bounds' depends on axioms: [propext, Classical.choice, Quot.sound]
#print axioms SquaredContraction.equallySpaced_attains_lower
-- 'SquaredContraction.equallySpaced_attains_lower' depends on axioms: [propext, Classical.choice, Quot.sound]
#print axioms SquaredContraction.evenTempered_attains_upper
-- 'SquaredContraction.evenTempered_attains_upper' depends on axioms: [propext, Classical.choice, Quot.sound]
```

## What the definitions and theorems say

`primitive a x` is $g_a(x)$ for real $a$ and $x$. Only $x^2$ enters, so $x$ can be read as a Cartesian coordinate or as the distance from the common centre. The primitives are unnormalised. For $a>0$ the normalised primitive is $(2a/\pi)^{1/4}g_a$ on the line and $(2a/\pi)^{3/4}g_a$ in three dimensions, and this positive factor is absorbed into $c_a$ without changing its sign. `contraction A c x` is $\phi(x)$, with `A : Finset ℝ` and `c : ℝ → ℝ`, of which only the values on $A$ matter. `productExponents A` is $P(A)$, the image of `A ×ˢ A` under addition, and taking the image is what merges equal sums. `productCoeff A c p` is $C_p$; it runs over ordered pairs, so a cross term with $a\ne b$ appears twice. `equallySpaced a d n` and `evenTempered α β n` are images of `range n`, which is $\{0,\dots,n-1\}$, the index range used above.

`contraction_sq` states $\phi(x)^2=\sum_{p\in P(A)}C_pg_p(x)$ for every $A$, $c$ and $x$. `productCoeff_pos` states $C_p>0$ on $P(A)$ under the hypothesis `hc : ∀ a ∈ A, 0 < c a`. `card_productExponents_bounds` states $2n-1\le|P(A)|\le n(n+1)/2$ for every finite set of reals, which includes your case of positive exponents and $n\ge1$. The lower bound is written in the integers, so that the subtraction is the ordinary one and $n=0$ reads $-1\le0$. The upper bound uses division of natural numbers, which loses nothing because $n(n+1)$ is even. `equallySpaced_attains_lower` gives $|A|=n$ and $|P|+1=2n$. Its hypothesis `hd : d ≠ 0` keeps the exponents distinct, and `hn : 1 ≤ n` excludes the empty set, where the equation would read $1=0$. Both $a$ and $d$ may have either sign; $a>0$, $d>0$ is one way to get decaying Gaussians. `evenTempered_attains_upper` gives $|A|=n$ and $2|P|=n(n+1)$ for every $n$, zero included.

The theorems concern s-type primitives on one centre, and two sums are merged only when they are exactly equal as real numbers, so near coincidences play no part. They do not state that Gaussians with distinct exponents are linearly independent, so $|P(A)|$ is the length of this particular expansion and is not shown to be the shortest possible. They do not state that equal spacing is the only way to reach $2n-1$. Ratios $\beta<2$ are left open, and coincidences do occur there: the golden ratio satisfies $1+\beta^3=2\beta^2$, which merges two sums once $n\ge4$.

## How the tactics follow the derivation

`primitive_mul` rewrites with `Real.exp_add` and lets `ring` check $-ax^2-bx^2=-(a+b)x^2$. `mem_productExponents` converts membership in the image into the form `∃ a ∈ A, ∃ b ∈ A, a + b = p`, which the later proofs use. In `contraction_sq`, `h1` is the expansion over ordered pairs through `sum_mul_sum` and `primitive_mul`, and `h2` is the grouping by $p$ through `sum_fiberwise_of_maps_to`; the last lines replace $g_{a+b}$ by $g_p$ inside each group, with `sum_mul` moving $g_p$ across the inner sum. `productCoeff_pos` applies `sum_pos`, with the pair supplied by `hp` as the witness that the sum is nonempty.

`card_lower` is the statement $2n\le|P|+1$, which needs no subtraction. After the empty case it names `m` and `M`. The facts `hU` and `hV` give each translate $n$ elements, `hsub` places the union in $P(A)$, and in `hint` the call to `linarith` performs the squeeze $m+M\le p\le m+M$. `card_union_add_card_inter` is the inclusion–exclusion identity, and `omega` combines the counts.

`productExponents_insert` is the set identity for adding $a$, proved by cases on whether the first summand, the second or neither is $a$. `card_upper` inducts on the set: `h1` bounds the union by the sum of sizes, `h2` bounds the translate by $n+1$, and `nlinarith` closes the step to $(n+1)(n+2)$. `card_productExponents_bounds` only restates these two results in the integer and the divided form.

In `equallySpaced_attains_lower`, `hc` cancels $a$ and then $d$ to get injectivity. `hsub` sends the pair $(i,j)$ to the index `i + j` in `range (2 * n - 1)`, and `linear_combination` verifies $2a+(i+j)d=p$. Here the subtraction is in natural numbers, and `hn` is what lets the final `omega` combine the resulting count with `card_lower`. In `evenTempered_attains_upper`, `hstep` writes the set for $n+1$ as an insertion, `hb` is the chain $2x\le\alpha\beta^{k+1}\le\alpha\beta^n$, `hnot` shows that the new exponent is new, and `hdis` separates old sums from new ones. `card_union_of_disjoint` then turns the inequality of `card_upper` into an equality.

## Products of two different contractions

The translate argument carries over to the product of two concentric contractions with nonempty exponent sets $A$ and $B$ of sizes $n_A$ and $n_B$; the file contains no theorem for this case or for the numerical examples above. The product exponents are the sums $a+b$ with $a\in A$, $b\in B$. The translates $\min A+B$ and $\max B+A$ consist of such sums, have $n_B$ and $n_A$ elements, and can share only $\min A+\max B$, by the same squeeze. This gives at least $n_A+n_B-1$ product exponents, while the number of pairs gives at most $n_An_B$. Setting $B=A$ returns $2n-1$; the sharper upper bound $n(n+1)/2$ for the square comes from $a+b$ and $b+a$ being the same sum.
